# Oscillator strengths, TO-LO interlacing and the Lyddane-Sachs-Teller relation for two modes

Take one undamped polar mode. Let $x$ be the squared frequency, $e$ the high-frequency dielectric constant, and $t$, $l$ the squared transverse (TO) and longitudinal (LO) optical frequencies. Writing $l-x=(t-x)+(l-t)$ gives

$$e\,\frac{l-x}{t-x}=e+\frac{S}{t-x},\qquad S=e\,(l-t).$$

For $e>0$ the strength $S$ is positive exactly when $t<l$, and at $x=0$ the function divided by $e$ is $l/t$. The sign of a residue is fixed by where the zero sits relative to the pole. With two modes, requiring both strengths to be positive forces poles and zeros to alternate by the same mechanism.

In its physical many-mode form the Lyddane-Sachs-Teller relation equates the ratio of static to high-frequency dielectric constant with the product of squared LO over squared TO frequencies, and it rests on identifying the poles and zeros of a crystal's dielectric function with those lattice frequencies. Here that identification is not derived: the rational form is assumed and there are exactly two modes.

## The claim

For $e>0$, $t_1<t_2$, $l_1\le l_2$ and $x\ne t_1,t_2$,

$$\varepsilon(x)=e\,\frac{(l_1-x)(l_2-x)}{(t_1-x)(t_2-x)}=e+\frac{S_1}{t_1-x}+\frac{S_2}{t_2-x},$$

$$S_1=e\,\frac{(l_1-t_1)(l_2-t_1)}{t_2-t_1},\qquad S_2=e\,\frac{(t_2-l_1)(l_2-t_2)}{t_2-t_1},$$

and $S_1,S_2$ are both positive exactly when $t_1<l_1<t_2<l_2$. For $e=1$, $t_1=1$, $t_2=3$, $l_1=2$, $l_2=4$ the strengths are $3/2$ and $1/2$. Moving $l_2$ down to $5/2$ breaks the alternation and gives $S_2=-1/4$.

A first-principles phonon calculation that includes Born effective charges supplies TO frequencies and mode strengths, while a fit to an infrared spectrum may use the factorised form; in this scalar, undamped, two-mode model the result converts one parameter set into the other and tests a fitted set for positive strengths.

## Derivation by hand

Put $d=t_2-t_1$. Multiplying the claimed identity by $(t_1-x)(t_2-x)$ turns it into

$$e(l_1-x)(l_2-x)=e(t_1-x)(t_2-x)+S_1(t_2-x)+S_2(t_1-x).$$

At $x=t_1$ this reads $e(l_1-t_1)(l_2-t_1)=S_1d$, and at $x=t_2$ it reads $e(l_1-t_2)(l_2-t_2)=-S_2d$. Both hold for the stated strengths. The terms in $x^2$ cancel, so the difference of the two sides has degree at most one and vanishes at two distinct points. It is therefore zero.

Since $e>0$ and $d>0$, the sign of $S_1$ is that of $(l_1-t_1)(l_2-t_1)$. Both factors are positive when $t_1<l_1$, because $l_1\le l_2$, both are negative when $l_2<t_1$, and otherwise the product is not positive. The sign of $S_2$ is that of $(t_2-l_1)(l_2-t_2)$. Two negative factors would mean $l_2<t_2<l_1$, which the ordering forbids, so $S_2>0$ exactly when $l_1<t_2<l_2$. If both strengths are positive, then $t_1<t_2<l_2$ rules out $l_2<t_1$, and $t_1<l_1<t_2<l_2$ remains. Conversely this chain makes all four factors positive.

The strengths are unique. If strengths $a,b$ and $c,c'$ give the same function off the poles, then $u(t_2-x)+v(t_1-x)=0$ with $u=a-c$ and $v=b-c'$. At $x=2t_1-t_2$ this is $2du+dv=0$, and at $x=2t_2-t_1$ it is $-du-2dv=0$. Two thirds of the first plus one third of the second gives $du=0$, and minus one third of the first minus two thirds of the second gives $dv=0$.

The coefficient of $x$ in the cleared identity gives the sum rule $S_1+S_2=e\,(l_1+l_2-t_1-t_2)$. Setting $x=0$, allowed when $t_1,t_2\neq0$, gives $\varepsilon(0)/e=l_1l_2/(t_1t_2)$. In the first example the sum is $2$ and $\varepsilon(0)=1+\tfrac32+\tfrac16=\tfrac83$.

For the converse, take strengths $a=e\alpha$ and $b=e\beta$ with $\alpha,\beta>0$. The numerator of the oscillator form, divided by $e$, is

$$x^2-(t_1+t_2+\alpha+\beta)\,x+t_1t_2+\alpha t_2+\beta t_1,$$

and its discriminant is $r^2=(d+\beta-\alpha)^2+4\alpha\beta>0$. With $r\ge0$, set $l_{1,2}=(t_1+t_2+\alpha+\beta\mp r)/2$. Then

$$(l_1-t_1)(l_2-t_1)=\tfrac14\left[(d+\alpha+\beta)^2-r^2\right]=\alpha d,$$

$$(t_2-l_1)(l_2-t_2)=\tfrac14\left[r^2-(\alpha+\beta-d)^2\right]=\beta d.$$

Hence $S_1=a$ and $S_2=b$. Both are positive, so the roots interlace with the poles.

For interlaced modes, all four factors of $\varepsilon$ are positive below $t_1$, and exactly one changes sign at each of $t_1,l_1,t_2,l_2$. Thus $\varepsilon<0$ on $(t_1,l_1)$ and $(t_2,l_2)$, and $\varepsilon>0$ on the other three open intervals. That the negative intervals are bands of strong reflection needs Maxwell's equations and is left unproved here.

## The formal development

The scalars belong to an arbitrary field `K` where only algebra is needed, and to `ℝ` where signs, orderings or the evaluation points of the uniqueness argument enter.

```lean
import Mathlib

namespace TwoModeLyddaneSachsTeller

noncomputable section

variable {K : Type*} [Field K]
```

The two forms of $\varepsilon$ are functions of their parameters and of `x`. All of `x`, `t₁`, `t₂`, `l₁`, `l₂` are squared frequencies, and the labels TO and LO are only names for the parameters in the denominator and the numerator. No dynamical matrix, effective charge or wave vector appears, $\varepsilon$ is a scalar and not a tensor, and there is no damping. The squared frequencies are not required to be positive.

```lean
/-- Factorised dielectric function of a crystal with two polar modes, at squared frequency `x`:
`e` is the high-frequency constant, `t₁, t₂` the squared TO and `l₁, l₂` the squared LO
frequencies. -/
def factorised (e t₁ t₂ l₁ l₂ x : K) : K :=
  e * ((l₁ - x) * (l₂ - x)) / ((t₁ - x) * (t₂ - x))
```

In `oscillator` a strength has the dimension of squared frequency, so the mode at $t_1$ contributes $a/t_1$ to the static value. The denominators are `t₁ - x` and `t₂ - x`, so a positive strength raises $\varepsilon$ below its pole.

```lean
/-- Dielectric function as a background `e` plus two undamped oscillators of strengths `a, b`
at the squared TO frequencies `t₁, t₂`. -/
def oscillator (e t₁ t₂ a b x : K) : K :=
  e + a / (t₁ - x) + b / (t₂ - x)
```

The strengths are the expressions found by hand, arranged so that every factor is positive in the interlaced case.

```lean
/-- Strength `S₁` of the oscillator at `t₁`, in terms of the TO and LO squared frequencies. -/
def strength₁ (e t₁ t₂ l₁ l₂ : K) : K :=
  e * ((l₁ - t₁) * (l₂ - t₁)) / (t₂ - t₁)

/-- Strength `S₂` of the oscillator at `t₂`, in terms of the TO and LO squared frequencies. -/
def strength₂ (e t₁ t₂ l₁ l₂ : K) : K :=
  e * ((t₂ - l₁) * (l₂ - t₂)) / (t₂ - t₁)
```

`partial_fraction` is the identity. It needs only `t₁ ≠ t₂` and `x` off both poles, with no sign or ordering, so taking `K` to be the complex numbers covers complex $x$. The conditions on `x` matter because Lean sets a quotient by zero to zero: at $x=t_1$ the left side would be $0$ and the right side $e+S_2/d$. After the three denominators are recorded as nonzero, `field_simp` multiplies them out, and `ring` checks the resulting polynomial identity by expansion, in place of the degree argument.

```lean
/-- For distinct TO modes and away from the poles, the factorised form equals the oscillator
form with strengths `S₁, S₂`, over any field of scalars. -/
theorem partial_fraction (e t₁ t₂ l₁ l₂ x : K) (ht : t₁ ≠ t₂) (h₁ : x ≠ t₁) (h₂ : x ≠ t₂) :
    factorised e t₁ t₂ l₁ l₂ x =
      oscillator e t₁ t₂ (strength₁ e t₁ t₂ l₁ l₂) (strength₂ e t₁ t₂ l₁ l₂) x := by
  have hd : t₂ - t₁ ≠ 0 := sub_ne_zero.mpr ht.symm
  have hp : t₁ - x ≠ 0 := sub_ne_zero.mpr h₁.symm
  have hq : t₂ - x ≠ 0 := sub_ne_zero.mpr h₂.symm
  unfold factorised oscillator strength₁ strength₂
  field_simp
  ring
```

The next two lemmas are the sign analyses. The rewrite chain removes the positive denominator with `lt_div_iff₀ hd`, removes $e$ with `mul_pos_iff_of_pos_left he`, and splits the remaining product by `mul_pos_iff` into the cases of two positive or two negative factors. For $S_1$ both cases occur and give `t₁ < l₁ ∨ l₂ < t₁`.

```lean
/-- For `e > 0`, `t₁ < t₂`, `l₁ ≤ l₂` the strength `S₁` is positive exactly when the lower TO mode lies below both LO modes or
above both. -/
theorem strength₁_pos_iff (e t₁ t₂ l₁ l₂ : ℝ) (he : 0 < e) (ht : t₁ < t₂) (hl : l₁ ≤ l₂) :
    0 < strength₁ e t₁ t₂ l₁ l₂ ↔ t₁ < l₁ ∨ l₂ < t₁ := by
  have hd : 0 < t₂ - t₁ := sub_pos.mpr ht
  unfold strength₁
  -- the sign is that of (l₁ - t₁) (l₂ - t₁)
  rw [lt_div_iff₀ hd, zero_mul, mul_pos_iff_of_pos_left he, mul_pos_iff]
  constructor
  · rintro (⟨h1, _⟩ | ⟨_, h2⟩)
    · left; linarith
    · right; linarith
  · rintro (h | h)
    · left; constructor <;> linarith
    · right; constructor <;> linarith
```

For $S_2$ the case of two negative factors is closed by `exfalso; linarith`, which uses `hl`.

```lean
/-- For `e > 0`, `t₁ < t₂`, `l₁ ≤ l₂` the strength `S₂` is positive exactly when the upper TO mode lies strictly between the two
LO modes. -/
theorem strength₂_pos_iff (e t₁ t₂ l₁ l₂ : ℝ) (he : 0 < e) (ht : t₁ < t₂) (hl : l₁ ≤ l₂) :
    0 < strength₂ e t₁ t₂ l₁ l₂ ↔ l₁ < t₂ ∧ t₂ < l₂ := by
  have hd : 0 < t₂ - t₁ := sub_pos.mpr ht
  unfold strength₂
  -- the sign is that of (t₂ - l₁) (l₂ - t₂)
  rw [lt_div_iff₀ hd, zero_mul, mul_pos_iff_of_pos_left he, mul_pos_iff]
  constructor
  · rintro (⟨h1, h2⟩ | ⟨h1, h2⟩)
    · constructor <;> linarith
    · exfalso; linarith
  · rintro ⟨h1, h2⟩
    left; constructor <;> linarith
```

The main theorem joins the identity for all real `x` off the poles with the equivalence between positivity of both strengths and `t₁ < l₁ ∧ l₁ < t₂ ∧ t₂ < l₂`. Its proof rewrites with the two lemmas and discards the branch $l_2<t_1$ as by hand.

```lean
/-- For `e > 0`, `t₁ < t₂`, `l₁ ≤ l₂` the factorised form equals the oscillator form with
strengths `S₁, S₂` away from the poles, and both strengths are positive exactly when the TO
and LO modes interlace as `t₁ < l₁ < t₂ < l₂`. -/
theorem oscillator_form_and_interlacing (e t₁ t₂ l₁ l₂ : ℝ)
    (he : 0 < e) (ht : t₁ < t₂) (hl : l₁ ≤ l₂) :
    (∀ x, x ≠ t₁ → x ≠ t₂ → factorised e t₁ t₂ l₁ l₂ x =
      oscillator e t₁ t₂ (strength₁ e t₁ t₂ l₁ l₂) (strength₂ e t₁ t₂ l₁ l₂) x) ∧
    ((0 < strength₁ e t₁ t₂ l₁ l₂ ∧ 0 < strength₂ e t₁ t₂ l₁ l₂) ↔
      (t₁ < l₁ ∧ l₁ < t₂ ∧ t₂ < l₂)) := by
  refine ⟨fun x h₁ h₂ => partial_fraction e t₁ t₂ l₁ l₂ x ht.ne h₁ h₂, ?_⟩
  rw [strength₁_pos_iff e t₁ t₂ l₁ l₂ he ht hl, strength₂_pos_iff e t₁ t₂ l₁ l₂ he ht hl]
  constructor
  · rintro ⟨h | h, h1, h2⟩
    · exact ⟨h, h1, h2⟩
    · -- l₂ < t₁ contradicts t₁ < t₂ < l₂
      exfalso; linarith
  · rintro ⟨h, h1, h2⟩
    exact ⟨Or.inl h, h1, h2⟩
```

The hypothesis `hl` fixes a labelling. Both strengths are symmetric in $l_1,l_2$, so exchanging $2$ and $4$ in the example leaves them at $3/2$ and $1/2$ while $l_1<t_2$ fails. Without `he`, a negative $e$ makes both strengths negative for interlaced modes. If $e\neq0$, $t_1=t_2$ and neither $l_j$ equals it, the factorised form has a double pole, which no sum of simple poles reproduces.

Uniqueness is first shown for two oscillator forms with the same `e`, `t₁`, `t₂`. Here `d` names the fourth strength, the $c'$ above. The statement `key` is the cleared linear relation, `k1` and `k2` are its values at the two reflected points, and the `linear_combination` steps carry the weights used by hand.

```lean
/-- Two oscillator forms with the same background and the same distinct TO modes that agree
away from the poles have the same strengths. -/
theorem oscillator_injective (e t₁ t₂ a b c d : ℝ) (ht : t₁ ≠ t₂)
    (h : ∀ x, x ≠ t₁ → x ≠ t₂ → oscillator e t₁ t₂ a b x = oscillator e t₁ t₂ c d x) :
    a = c ∧ b = d := by
  have hd : t₂ - t₁ ≠ 0 := sub_ne_zero.mpr ht.symm
  -- clear the denominators
  have key : ∀ x, x ≠ t₁ → x ≠ t₂ → (a - c) * (t₂ - x) + (b - d) * (t₁ - x) = 0 := by
    intro x h₁ h₂
    have hp : t₁ - x ≠ 0 := sub_ne_zero.mpr h₁.symm
    have hq : t₂ - x ≠ 0 := sub_ne_zero.mpr h₂.symm
    have hx : (a - c) * (t₂ - x) + (b - d) * (t₁ - x) =
        (t₁ - x) * (t₂ - x) * (oscillator e t₁ t₂ a b x - oscillator e t₁ t₂ c d x) := by
      unfold oscillator
      field_simp
      ring
    rw [hx, h x h₁ h₂, sub_self, mul_zero]
  -- evaluate at the mirror image of each pole in the other
  have k1 := key (2 * t₁ - t₂) (by intro h'; apply ht; linarith)
    (by intro h'; apply ht; linarith)
  have k2 := key (2 * t₂ - t₁) (by intro h'; apply ht; linarith)
    (by intro h'; apply ht; linarith)
  have hu : (t₂ - t₁) * (a - c) = 0 := by
    linear_combination (2 / 3) * k1 + (1 / 3) * k2
  have hv : (t₂ - t₁) * (b - d) = 0 := by
    linear_combination (-(1 / 3)) * k1 - (2 / 3) * k2
  exact ⟨sub_eq_zero.mp ((mul_eq_zero.mp hu).resolve_left hd),
    sub_eq_zero.mp ((mul_eq_zero.mp hv).resolve_left hd)⟩
```

Chaining the assumed equality with `partial_fraction` shows that any real strengths representing the factorised form off the poles, with the same background, equal $S_1$ and $S_2$.

```lean
/-- For `t₁ ≠ t₂`, if the factorised form equals the oscillator form with the same `e, t₁, t₂` and strengths `a, b` away from the poles,
then `a = S₁` and `b = S₂`. -/
theorem strengths_unique (e t₁ t₂ l₁ l₂ a b : ℝ) (ht : t₁ ≠ t₂)
    (h : ∀ x, x ≠ t₁ → x ≠ t₂ → factorised e t₁ t₂ l₁ l₂ x = oscillator e t₁ t₂ a b x) :
    a = strength₁ e t₁ t₂ l₁ l₂ ∧ b = strength₂ e t₁ t₂ l₁ l₂ :=
  oscillator_injective e t₁ t₂ a b _ _ ht fun x h₁ h₂ =>
    (h x h₁ h₂).symm.trans (partial_fraction e t₁ t₂ l₁ l₂ x ht h₁ h₂)
```

The sum rule holds over any field for distinct TO values. The proof adds the two fractions over their common denominator, clears it with `div_eq_iff hd`, and expands, instead of comparing coefficients.

```lean
/-- For `t₁ ≠ t₂` the total strength is `e` times the sum of the squared LO frequencies minus the sum of the
squared TO frequencies. -/
theorem strength_sum_rule (e t₁ t₂ l₁ l₂ : K) (ht : t₁ ≠ t₂) :
    strength₁ e t₁ t₂ l₁ l₂ + strength₂ e t₁ t₂ l₁ l₂ = e * ((l₁ + l₂) - (t₁ + t₂)) := by
  have hd : t₂ - t₁ ≠ 0 := sub_ne_zero.mpr ht.symm
  unfold strength₁ strength₂
  rw [← add_div, div_eq_iff hd]
  ring
```

`lyddane_sachs_teller` concerns the oscillator form with strengths $S_1,S_2$ at `x` equal to `0`, which plays the part of the static dielectric constant. It assumes that `e`, `t₁` and `t₂` are nonzero and that `t₁ ≠ t₂`, and it needs no interlacing. The first rewrite turns the oscillator form back into the factorised one, after which $e$ cancels.

```lean
/-- Lyddane-Sachs-Teller relation for two modes, for `e, t₁, t₂` nonzero and `t₁ ≠ t₂`: the value at `x = 0` of the oscillator form with
strengths `S₁, S₂`, divided by `e`, is `l₁ l₂ / (t₁ t₂)`. -/
theorem lyddane_sachs_teller (e t₁ t₂ l₁ l₂ : K) (he : e ≠ 0) (ht : t₁ ≠ t₂)
    (h₁ : t₁ ≠ 0) (h₂ : t₂ ≠ 0) :
    oscillator e t₁ t₂ (strength₁ e t₁ t₂ l₁ l₂) (strength₂ e t₁ t₂ l₁ l₂) 0 / e =
      l₁ * l₂ / (t₁ * t₂) := by
  rw [← partial_fraction e t₁ t₂ l₁ l₂ 0 ht h₁.symm h₂.symm]
  unfold factorised
  simp only [sub_zero]
  field_simp
```

The converse states that for $e>0$, $t_1<t_2$ and positive `a`, `b` there exist real `l₁`, `l₂` that interlace with the poles and reproduce the oscillator form off the poles. The explicit roots appear in the proof and not in the statement. The proof introduces `α` and `β`, takes `r` as `Real.sqrt` of the discriminant with `hr` recording its square, and verifies the two products by `linear_combination (-(e / 4)) * hr` and `linear_combination (e / 4) * hr`, whose signs match those of $r^2$ above. The main theorem then gives the interlacing and `partial_fraction` gives the equality.

```lean
/-- Every oscillator form with `e > 0`, `t₁ < t₂` and positive strengths equals, away from the
poles, a factorised form whose LO modes interlace with the TO modes. -/
theorem exists_interlaced_factorisation (e t₁ t₂ a b : ℝ)
    (he : 0 < e) (ht : t₁ < t₂) (ha : 0 < a) (hb : 0 < b) :
    ∃ l₁ l₂ : ℝ, (t₁ < l₁ ∧ l₁ < t₂ ∧ t₂ < l₂) ∧
      ∀ x, x ≠ t₁ → x ≠ t₂ → factorised e t₁ t₂ l₁ l₂ x = oscillator e t₁ t₂ a b x := by
  have hne : e ≠ 0 := he.ne'
  have hd : t₂ - t₁ ≠ 0 := (sub_pos.mpr ht).ne'
  -- measure the strengths in units of e
  obtain ⟨α, hα, rfl⟩ : ∃ α, 0 < α ∧ a = e * α := ⟨a / e, div_pos ha he, by field_simp⟩
  obtain ⟨β, hβ, rfl⟩ : ∃ β, 0 < β ∧ b = e * β := ⟨b / e, div_pos hb he, by field_simp⟩
  -- square root of the discriminant of the numerator
  obtain ⟨r, hr0, hr⟩ : ∃ r : ℝ, 0 ≤ r ∧ r ^ 2 = (t₂ - t₁ + β - α) ^ 2 + 4 * α * β :=
    ⟨Real.sqrt ((t₂ - t₁ + β - α) ^ 2 + 4 * α * β), Real.sqrt_nonneg _,
      Real.sq_sqrt (by positivity)⟩
  -- the two roots of the numerator reproduce the strengths
  obtain ⟨l₁, l₂, hl, h1, h2⟩ : ∃ l₁ l₂ : ℝ, l₁ ≤ l₂ ∧
      strength₁ e t₁ t₂ l₁ l₂ = e * α ∧ strength₂ e t₁ t₂ l₁ l₂ = e * β := by
    refine ⟨(t₁ + t₂ + α + β - r) / 2, (t₁ + t₂ + α + β + r) / 2, by linarith, ?_, ?_⟩
    · unfold strength₁
      rw [div_eq_iff hd]
      linear_combination (-(e / 4)) * hr
    · unfold strength₂
      rw [div_eq_iff hd]
      linear_combination (e / 4) * hr
  refine ⟨l₁, l₂, (oscillator_form_and_interlacing e t₁ t₂ l₁ l₂ he ht hl).2.mp
    ⟨by rw [h1]; exact ha, by rw [h2]; exact hb⟩, ?_⟩
  intro x hx₁ hx₂
  rw [partial_fraction e t₁ t₂ l₁ l₂ x ht.ne hx₁ hx₂, h1, h2]
```

The last theorem assumes $e>0$ and interlacing and consists of two implications, one for the two negative intervals and one for the three positive ones. It says nothing at the four endpoints. Each of the five branches fixes the sign of numerator and denominator from the signs of their factors, which `linarith` reads off the ordering.

```lean
/-- For `e > 0` and `t₁ < l₁ < t₂ < l₂` the factorised form is negative for `x` in `(t₁, l₁)` or
`(t₂, l₂)`, and positive for `x` below `t₁`, in `(l₁, t₂)` or above `l₂`. -/
theorem sign_of_interlaced (e t₁ t₂ l₁ l₂ x : ℝ) (he : 0 < e)
    (h₁ : t₁ < l₁) (h₂ : l₁ < t₂) (h₃ : t₂ < l₂) :
    (((t₁ < x ∧ x < l₁) ∨ (t₂ < x ∧ x < l₂)) → factorised e t₁ t₂ l₁ l₂ x < 0) ∧
    ((x < t₁ ∨ (l₁ < x ∧ x < t₂) ∨ l₂ < x) → 0 < factorised e t₁ t₂ l₁ l₂ x) := by
  unfold factorised
  -- read off the sign of each of the four factors
  constructor
  · rintro (⟨p, q⟩ | ⟨p, q⟩)
    · exact div_neg_of_pos_of_neg (mul_pos he (mul_pos (by linarith) (by linarith)))
        (mul_neg_of_neg_of_pos (by linarith) (by linarith))
    · exact div_neg_of_neg_of_pos
        (mul_neg_of_pos_of_neg he (mul_neg_of_neg_of_pos (by linarith) (by linarith)))
        (mul_pos_of_neg_of_neg (by linarith) (by linarith))
  · rintro (p | ⟨p, q⟩ | p)
    · exact div_pos (mul_pos he (mul_pos (by linarith) (by linarith)))
        (mul_pos (by linarith) (by linarith))
    · exact div_pos_of_neg_of_neg
        (mul_neg_of_pos_of_neg he (mul_neg_of_neg_of_pos (by linarith) (by linarith)))
        (mul_neg_of_neg_of_pos (by linarith) (by linarith))
    · exact div_pos (mul_pos he (mul_pos_of_neg_of_neg (by linarith) (by linarith)))
        (mul_pos_of_neg_of_neg (by linarith) (by linarith))

end

end TwoModeLyddaneSachsTeller
```

```lean
#print axioms TwoModeLyddaneSachsTeller.strength_sum_rule
-- 'TwoModeLyddaneSachsTeller.strength_sum_rule' depends on axioms: [propext, Classical.choice, Quot.sound]
#print axioms TwoModeLyddaneSachsTeller.lyddane_sachs_teller
-- 'TwoModeLyddaneSachsTeller.lyddane_sachs_teller' depends on axioms: [propext, Classical.choice, Quot.sound]
#print axioms TwoModeLyddaneSachsTeller.exists_interlaced_factorisation
-- 'TwoModeLyddaneSachsTeller.exists_interlaced_factorisation' depends on axioms: [propext, Classical.choice, Quot.sound]
#print axioms TwoModeLyddaneSachsTeller.sign_of_interlaced
-- 'TwoModeLyddaneSachsTeller.sign_of_interlaced' depends on axioms: [propext, Classical.choice, Quot.sound]
```
